# The contour integral of a Laplace-weighted Borel function around its double pole

In Borel summation in powers of 1/R, a function on the Borel plane is integrated against the weight R exp(−Rt). Here the function is A(1 − t/a)⁻², with A and R real and a real and nonzero, and the theorem states that the integral of the weighted function around any circle of positive radius centred at the double pole t = a is −2πi A a² R² exp(−Ra). The attempt writes the integrand as R A a² times exp(−Rt)/(t − a)², and evaluates the integral by Cauchy's formula for the first derivative, the derivative of exp(−Rt) at a being −R exp(−Ra).

In Lean, a first try:

```lean
import Mathlib

open scoped Real

namespace CircleIntegral

noncomputable section

/-- The function `A (1 - t/a)^(-2)` on the Borel plane, for `a ≠ 0` and `t ≠ a`. -/
def borel (A a : ℝ) (t : ℂ) : ℂ := (A : ℂ) / (1 - t / (a : ℂ)) ^ 2

/-- For `a ≠ 0`, the integral of `R exp(-Rt) A (1 - t/a)^(-2)` around any circle centred at
the double pole `t = a` equals `-2πi A a² R² exp(-Ra)`. -/
theorem circle_integral (A : ℝ) {a r : ℝ} (ha : a ≠ 0) (hr : 0 < r) (R : ℝ) :
    (∮ t in C((a : ℂ), r), (R : ℂ) * Complex.exp (-(R * t)) * borel A a t)
      = -(2 * π * Complex.I)
        * ((A * a ^ 2 * R ^ 2 * Real.exp (-(R * a)) : ℝ) : ℂ) := by
  have ha' : (a : ℂ) ≠ 0 := by exact_mod_cast ha
  have hd : HasDerivAt (fun t : ℂ => Complex.exp (-(R * t)))
      (-R * Complex.exp (-(R * a))) (a : ℂ) :=
    (((hasDerivAt_id' (a : ℂ)).const_mul (R : ℂ)).fun_neg.cexp).congr_deriv
      (by simp only [mul_one]; ring)
  have hf : Differentiable ℂ (fun t : ℂ => Complex.exp (-(R * t))) := by fun_prop
  -- Cauchy's formula for the first derivative
  have key : -R * Complex.exp (-(R * a)) = (2 * π * Complex.I : ℂ)⁻¹ •
      ∮ t in C((a : ℂ), r), (t - a) ^ (-2 : ℤ) • Complex.exp (-(R * t)) :=
    hd.deriv.symm.trans (Complex.deriv_eq_smul_circleIntegral hr hf.diffContOnCl)
  have hJ : (∮ t in C((a : ℂ), r), (t - a) ^ (-2 : ℤ) • Complex.exp (-(R * t)))
      = 2 * π * Complex.I * (-R * Complex.exp (-(R * a))) := by
    rw [key, smul_eq_mul, mul_inv_cancel_left₀ Complex.two_pi_I_ne_zero]
  have hint : ∀ t : ℂ, (R : ℂ) * Complex.exp (-(R * t)) * borel A a t
      = (R * A * a ^ 2) * ((t - a) ^ (-2 : ℤ) • Complex.exp (-(R * t))) := by
    intro t
    have h1 : 1 - t / (a : ℂ) = -((t - a) * (a : ℂ)⁻¹) := by
      linear_combination -(mul_inv_cancel₀ ha')
    have h2 : (t - (a : ℂ)) ^ (-2 : ℤ) = ((t - a) ^ 2)⁻¹ := by
      rw [zpow_neg]
      norm_cast
    rw [borel, h1, h2, smul_eq_mul]
    generalize t - (a : ℂ) = x
    ring
  simp only [hint]
  rw [circleIntegral.integral_const_mul, hJ]
  push_cast
  ring

end

end CircleIntegral
```

The compiler's answer:

```
Main.lean:27:25: error(lean.unknownIdentifier): Unknown constant `Complex.deriv_eq_smul_circleIntegral`
Try this:
  [apply] ring_nf
  
  The `ring` tactic failed to close the goal. Use `ring_nf` to obtain a normal form.
    
  Note that `ring` works primarily in *commutative* rings. If you have a noncommutative ring, abelian group or module, consider using `noncomm_ring`, `abel` or `module` instead.
Main.lean:32:75: error: unsolved goals
A a r : ℝ
ha : a ≠ 0
hr : 0 < r
R : ℝ
ha' : ↑a ≠ 0
hd : HasDerivAt (fun t => Complex.exp (-(↑R * t))) (-↑R * Complex.exp (-(↑R * ↑a))) ↑a
hf : Differentiable ℂ fun t => Complex.exp (-(↑R * t))
key :
  -↑R * Complex.exp (-(↑R * ↑a)) =
    (2 * ↑π * Complex.I)⁻¹ • ∮ (t : ℂ) in C(↑a, r), (t - ↑a) ^ (-2) • Complex.exp (-(↑R * t))
hJ :
  ∮ (t : ℂ) in C(↑a, r), (t - ↑a) ^ (-2) • Complex.exp (-(↑R * t)) =
    2 * ↑π * Complex.I * (-↑R * Complex.exp (-(↑R * ↑a)))
t : ℂ
h1 : 1 - t / ↑a = -((t - ↑a) * (↑a)⁻¹)
h2 : (t - ↑a) ^ (-2) = ((t - ↑a) ^ 2)⁻¹
x : ℂ
⊢ ↑R * Complex.exp (-(↑R * t)) * ↑A * x⁻¹ ^ 2 * (↑a)⁻¹⁻¹ ^ 2 = ↑R * Complex.exp (-(↑R * t)) * ↑A * ↑a ^ 2 * x⁻¹ ^ 2
```

Cause. The first error says that no constant named `Complex.deriv_eq_smul_circleIntegral` exists. The repair uses `DiffContOnCl.deriv_eq_smul_circleIntegral`, which gives the integral itself as 2πi times the derivative, with the kernel written `1 / (t - a) ^ 2`. So `hJ` follows from it directly and `key` is dropped. The integrand in `hint` is put in the same form, and `h2`, which rewrote the power −2, is no longer needed.

The second error is in `hint`, the pointwise rewriting of the integrand. `ring` failed to close the goal, and in what was left the two sides differ only in that one has `(↑a)⁻¹⁻¹ ^ 2` where the other has `↑a ^ 2`. These are equal, but `ring` had not reduced the double inverse, which arises because `h1` puts `(↑a)⁻¹` into a denominator. The added `simp only` line distributes the square and the inverse over the product and removes the double inverse by `inv_inv`, after which `ring` closes the goal.

The change, after which it compiles:

```diff
@@ -23,20 +23,16 @@
   have hf : Differentiable ℂ (fun t : ℂ => Complex.exp (-(R * t))) := by fun_prop
   -- Cauchy's formula for the first derivative
-  have key : -R * Complex.exp (-(R * a)) = (2 * π * Complex.I : ℂ)⁻¹ •
-      ∮ t in C((a : ℂ), r), (t - a) ^ (-2 : ℤ) • Complex.exp (-(R * t)) :=
-    hd.deriv.symm.trans (Complex.deriv_eq_smul_circleIntegral hr hf.diffContOnCl)
-  have hJ : (∮ t in C((a : ℂ), r), (t - a) ^ (-2 : ℤ) • Complex.exp (-(R * t)))
-      = 2 * π * Complex.I * (-R * Complex.exp (-(R * a))) := by
-    rw [key, smul_eq_mul, mul_inv_cancel_left₀ Complex.two_pi_I_ne_zero]
+  have hJ : (∮ t in C((a : ℂ), r), (1 / (t - a) ^ 2) • Complex.exp (-(R * t)))
+      = 2 * π * Complex.I * (-R * Complex.exp (-(R * a))) :=
+    (DiffContOnCl.deriv_eq_smul_circleIntegral hr hf.diffContOnCl).trans
+      (by rw [hd.deriv, smul_eq_mul])
   have hint : ∀ t : ℂ, (R : ℂ) * Complex.exp (-(R * t)) * borel A a t
-      = (R * A * a ^ 2) * ((t - a) ^ (-2 : ℤ) • Complex.exp (-(R * t))) := by
+      = (R * A * a ^ 2) * ((1 / (t - a) ^ 2) • Complex.exp (-(R * t))) := by
     intro t
     have h1 : 1 - t / (a : ℂ) = -((t - a) * (a : ℂ)⁻¹) := by
       linear_combination -(mul_inv_cancel₀ ha')
-    have h2 : (t - (a : ℂ)) ^ (-2 : ℤ) = ((t - a) ^ 2)⁻¹ := by
-      rw [zpow_neg]
-      norm_cast
-    rw [borel, h1, h2, smul_eq_mul]
+    rw [borel, h1, smul_eq_mul]
     generalize t - (a : ℂ) = x
+    simp only [neg_sq, mul_pow, inv_pow, div_eq_mul_inv, mul_inv, inv_inv]
     ring
   simp only [hint]
```
